# The Heisenberg Hamiltonian with real couplings is Hermitian on a finite set of spins 1/2

The theorem concerns finitely many spins 1/2, with a Heisenberg Hamiltonian that sums `S_i · S_j` over pairs of distinct sites, each pair weighted by an arbitrary real coupling. It states that for any two wave functions φ and χ, which need not be normalised, the inner product of Hφ with χ equals that of φ with Hχ. The attempt treats one pair at a time and writes the difference of the two integrands, at each spin configuration, as a function `g` minus the same function with both spins of the pair reversed. Reversing the two spins only permutes the configurations, so the difference sums to zero. The pairs are then added up, using that the couplings are real.

The failing Lean file:

```lean
import Mathlib

open Finset ComplexConjugate

namespace ValenceBondEnergy

noncomputable section

/-- Many-spin wave functions: one amplitude per configuration, with `true` for spin up. -/
abbrev State (V : Type*) := (V → Bool) → ℂ

variable {V : Type*} [Fintype V] [LinearOrder V]

/-- The x component of a single spin 1/2. -/
def sx (a b : Bool) : ℂ := if a = b then 0 else 1 / 2

/-- The y component of a single spin 1/2. -/
def sy (a b : Bool) : ℂ := if a = b then 0 else if a = true then -Complex.I / 2 else Complex.I / 2

/-- The z component of a single spin 1/2. -/
def sz (a b : Bool) : ℂ := if a = b then (if a = true then 1 / 2 else -1 / 2) else 0

/-- The one-spin operator with matrix `A`, acting on site `i`. -/
def site (A : Bool → Bool → ℂ) (i : V) : State V →ₗ[ℂ] State V where
  toFun ψ σ := ∑ b, A (σ i) b * ψ (Function.update σ i b)
  map_add' ψ φ := by
    funext σ
    simp only [Pi.add_apply, mul_add, sum_add_distrib]
  map_smul' c ψ := by
    funext σ
    simp only [Pi.smul_apply, smul_eq_mul, RingHom.id_apply, mul_sum]
    exact sum_congr rfl fun b _ => by ring

/-- The exchange operator `S_i · S_j`. -/
def spinDot (i j : V) : State V →ₗ[ℂ] State V :=
  site sx i ∘ₗ site sx j + site sy i ∘ₗ site sy j + site sz i ∘ₗ site sz j

/-- The Heisenberg Hamiltonian `∑_{i<j} J_ij S_i · S_j`. -/
def heisenberg (J : V → V → ℝ) : State V →ₗ[ℂ] State V :=
  ∑ i, ∑ j with i < j, (J i j : ℂ) • spinDot i j

/-- The inner product of two wave functions. -/
def braket (φ χ : State V) : ℂ := ∑ σ, conj (φ σ) * χ σ

/-- The configuration with the spins at `i` and `j` reversed. -/
def flipPair (i j : V) (σ : V → Bool) : V → Bool := fun k => if k = i ∨ k = j then !σ k else σ k

omit [Fintype V] in
/-- Reversing the same two spins twice restores the configuration. -/
theorem flipPair_involutive (i j : V) : Function.Involutive (flipPair i j) := by
  intro σ
  funext k
  by_cases h : k = i ∨ k = j <;> simp [flipPair, h]

omit [Fintype V] in
/-- For two distinct sites, exchange multiplies the amplitude by 1/4 if the spins are parallel; if
they are antiparallel, it gives half the amplitude with both spins reversed minus a quarter of the
original amplitude. -/
theorem spinDot_apply {i j : V} (hij : i ≠ j) (ψ : State V) (σ : V → Bool) :
    spinDot i j ψ σ =
      if σ i = σ j then ψ σ / 4 else ψ (flipPair i j σ) / 2 - ψ σ / 4 := by
  have h1 : Function.update (Function.update σ i (σ i)) j (σ j) = σ := by simp
  have h2 : Function.update (Function.update σ i (!σ i)) j (!σ j) = flipPair i j σ := by
    funext k
    by_cases hj : k = j
    · subst hj; simp [flipPair]
    · by_cases hi : k = i
      · subst hi; simp [flipPair, hj]
      · simp [flipPair, hi, hj]
  cases hi : σ i <;> cases hj : σ j <;>
    simp only [hi, hj, Bool.not_false, Bool.not_true] at h1 h2 <;>
    simp only [spinDot, LinearMap.add_apply, LinearMap.comp_apply, Pi.add_apply, site,
      LinearMap.coe_mk, AddHom.coe_mk, Fintype.sum_bool, Function.update_of_ne hij.symm,
      hi, hj, h1, h2, sx, sy, sz, reduceIte, reduceCtorEq, Bool.false_eq_true]
  · linear_combination (ψ (flipPair i j σ) / 4) * Complex.I_sq
  · linear_combination (-ψ (flipPair i j σ) / 4) * Complex.I_sq
  · linear_combination (-ψ (flipPair i j σ) / 4) * Complex.I_sq
  · linear_combination (ψ (flipPair i j σ) / 4) * Complex.I_sq

/-- Matrix elements of the Hamiltonian are sums over bonds of exchange matrix elements, each
multiplied by its coupling. -/
theorem braket_heisenberg (J : V → V → ℝ) (φ χ : State V) :
    braket φ (heisenberg J χ) = ∑ i, ∑ j with i < j, (J i j : ℂ) * braket φ (spinDot i j χ) := by
  simp only [braket, heisenberg, LinearMap.sum_apply, LinearMap.smul_apply, Finset.sum_apply,
    Pi.smul_apply, smul_eq_mul, mul_sum]
  rw [sum_comm]
  refine sum_congr rfl fun i _ => ?_
  rw [sum_comm]
  exact sum_congr rfl fun j _ => sum_congr rfl fun σ _ => by ring

/-- The Heisenberg Hamiltonian is Hermitian. -/
theorem heisenberg_symmetric (J : V → V → ℝ) (φ χ : State V) :
    braket (heisenberg J φ) χ = braket φ (heisenberg J χ) := by
  have hc : ∀ a b : State V, conj (braket a b) = braket b a := by
    intro a b
    simp [braket, mul_comm]
  have hd : ∀ i j : V, i ≠ j → braket (spinDot i j φ) χ = braket φ (spinDot i j χ) := by
    intro i j hij
    let g : (V → Bool) → ℂ := fun σ =>
      if σ i = σ j then 0 else conj (φ (flipPair i j σ)) * χ σ / 2
    have hp : ∀ σ, conj (spinDot i j φ σ) * χ σ - conj (φ σ) * spinDot i j χ σ =
        g σ - g (flipPair i j σ) := by
      intro σ
      have e : (flipPair i j σ i = flipPair i j σ j) ↔ σ i = σ j := by
        simp only [flipPair, true_or, or_true, if_true]
        cases σ i <;> cases σ j <;> simp
      simp only [g, spinDot_apply hij, flipPair_involutive i j σ, e]
      by_cases h : σ i = σ j
      · simp [h]; ring
      · simp [h]; ring
    rw [← sub_eq_zero]
    unfold braket
    rw [← sum_sub_distrib, sum_congr rfl fun σ _ => hp σ, sum_sub_distrib,
      (flipPair_involutive i j).bijective.sum_comp g, sub_self]
  rw [← hc, braket_heisenberg, braket_heisenberg]
  simp only [map_sum, map_mul, Complex.conj_ofReal, hc]
  exact sum_congr rfl fun i _ => sum_congr rfl fun j hj => by
    rw [hd i j (ne_of_lt (mem_filter.mp hj).2)]

end

end ValenceBondEnergy
```

Compiling this gives:

```
Try this:
  [apply] ring_nf
  
  The `ring` tactic failed to close the goal. Use `ring_nf` to obtain a normal form.
    
  Note that `ring` works primarily in *commutative* rings. If you have a noncommutative ring, abelian group or module, consider using `noncomm_ring`, `abel` or `module` instead.
Main.lean:109:6: error: unsolved goals
case pos
V : Type u_1
inst✝¹ : Fintype V
inst✝ : LinearOrder V
J : V → V → ℝ
φ χ : State V
hc : ∀ (a b : State V), (starRingEnd ℂ) (braket a b) = braket b a
i j : V
hij : i ≠ j
g : (V → Bool) → ℂ := fun σ => if σ i = σ j then 0 else (starRingEnd ℂ) (φ (flipPair i j σ)) * χ σ / 2
σ : V → Bool
e : flipPair i j σ i = flipPair i j σ j ↔ σ i = σ j
h : σ i = σ j
⊢ (starRingEnd ℂ) (φ σ) * ((starRingEnd ℂ) 4)⁻¹ * χ σ + (starRingEnd ℂ) (φ σ) * χ σ * (-1 / 4) = 0
Try this:
  [apply] ring_nf
  
  The `ring` tactic failed to close the goal. Use `ring_nf` to obtain a normal form.
    
  Note that `ring` works primarily in *commutative* rings. If you have a noncommutative ring, abelian group or module, consider using `noncomm_ring`, `abel` or `module` instead.
Main.lean:110:6: error: unsolved goals
case neg
V : Type u_1
inst✝¹ : Fintype V
inst✝ : LinearOrder V
J : V → V → ℝ
φ χ : State V
hc : ∀ (a b : State V), (starRingEnd ℂ) (braket a b) = braket b a
i j : V
hij : i ≠ j
g : (V → Bool) → ℂ := fun σ => if σ i = σ j then 0 else (starRingEnd ℂ) (φ (flipPair i j σ)) * χ σ / 2
σ : V → Bool
e : flipPair i j σ i = flipPair i j σ j ↔ σ i = σ j
h : ¬σ i = σ j
⊢ (starRingEnd ℂ) (φ (flipPair i j σ)) * ((starRingEnd ℂ) 2)⁻¹ * χ σ -
          (starRingEnd ℂ) (φ σ) * ((starRingEnd ℂ) 4)⁻¹ * χ σ +
        (starRingEnd ℂ) (φ σ) * χ σ * (1 / 4) +
      (starRingEnd ℂ) (φ σ) * χ (flipPair i j σ) * (-1 / 2) =
    (starRingEnd ℂ) (φ (flipPair i j σ)) * χ σ * (1 / 2) + (starRingEnd ℂ) (φ σ) * χ (flipPair i j σ) * (-1 / 2)
```

This version goes through:

```diff
@@ -95,4 +95,6 @@
     intro a b
     simp [braket, mul_comm]
+  have c2 : conj (2 : ℂ) = 2 := by apply Complex.ext <;> simp
+  have c4 : conj (4 : ℂ) = 4 := by apply Complex.ext <;> simp
   have hd : ∀ i j : V, i ≠ j → braket (spinDot i j φ) χ = braket φ (spinDot i j χ) := by
     intro i j hij
@@ -107,6 +109,8 @@
       simp only [g, spinDot_apply hij, flipPair_involutive i j σ, e]
       by_cases h : σ i = σ j
-      · simp [h]; ring
-      · simp [h]; ring
+      · simp only [h, reduceIte, map_div₀, c4]
+        ring
+      · simp only [h, reduceIte, map_sub, map_div₀, c2, c4]
+        ring
     rw [← sub_eq_zero]
     unfold braket
```

What went wrong. Both errors are in the proof of `hp`, the identity for a single configuration: the first where the two spins are parallel, the second where they are antiparallel. In each case `ring` fails and leaves a goal containing `((starRingEnd ℂ) 4)⁻¹`, and in the second also `((starRingEnd ℂ) 2)⁻¹`. Here `starRingEnd ℂ` is complex conjugation. The call to `simp` had carried the conjugation into the quotients but had not reduced the conjugates of 4 and 2 to the numbers themselves. `ring` does not know that conjugation fixes these numbers, so it cannot cancel such terms against those with plain coefficients 1/4 and 1/2.

The repair proves the missing facts as `c2` and `c4`, by comparing real and imaginary parts, and rewrites with them before `ring` is called. The new `simp only` calls also choose the branch of each `if` and carry conjugation through quotients with `map_div₀` and, in the antiparallel case, through the difference with `map_sub`. What remains is an identity with ordinary numerical coefficients, which `ring` proves.
